# For $N\ge 2$, unit charges with $1/r$ repulsion on the unit sphere of $\mathbb R^d$ can attain the Thomson bound exactly when $N\le d+1$

A minimiser places five unit charges on the unit sphere in $\mathbb R^3$, and its Coulomb energy, with the Coulomb constant set to 1, settles slightly above the lower bound
$$B_N=\frac{(N(N-1)/2)^{3/2}}{N},\qquad N=5.$$
If we do not know whether the bound can be reached, the gap is ambiguous: the search may be stuck, or the target may be unattainable. Here the target is unattainable, since five exceeds $3+1$. For two or more classical unit point charges confined to the unit sphere in $\mathbb R^3$, $B_N$ is therefore the exact minimum energy when $N=2$, $3$ or $4$, and for no larger $N$.

## Charges, energy and bound

```lean
import Mathlib

open Finset

namespace ThomsonSharpness

noncomputable section

variable {E : Type*} [NormedAddCommGroup E] [InnerProductSpace ℝ E] {N d : ℕ}
```

`E` is any real inner-product space, `N` is the number of charges and `d` will be the dimension of $\mathbb R^d$.

```lean
/-- The pairs `i < j` of `N` labelled charges. -/
def pairs (N : ℕ) : Finset (Fin N × Fin N) := univ.filter fun p => p.1 < p.2
```

`Fin N` is the set of labels $0,\dots,N-1$. `pairs N` collects the label pairs with $i<j$.

```lean
/-- The Coulomb energy of `N` unit charges at the positions `u i`, each pair counted once. -/
def coulombEnergy (u : Fin N → E) : ℝ := ∑ p ∈ pairs N, 1 / ‖u p.1 - u p.2‖
```

A configuration is a function `u` from labels to positions $u_i$. Its energy is $\sum_{i<j}1/\|u_i-u_j\|$, with the Coulomb constant set to 1. The interaction is taken to be $1/r$ in every dimension; only for $d=3$ is this, up to a constant factor, the Green's function of the $d$-dimensional Laplacian.

```lean
/-- The Thomson bound `(N(N-1)/2)^(3/2) / N`. -/
def thomsonBound (N : ℕ) : ℝ := ((N : ℝ) * (N - 1) / 2) ^ (3 / 2 : ℝ) / N
```

This is $B_N$, with a real exponent $3/2$. "Thomson bound" is the label used in this text for this lower bound in the Thomson problem, the search for the minimum energy of $N$ unit charges on the sphere.

```lean
/-- For `r, D > 0`, this is the excess of `1/r` over `3/(2D) - r²/(2D³)`. -/
def penalty (D r : ℝ) : ℝ := (r - D) ^ 2 * (r + 2 * D) / (2 * D ^ 3 * r)
```

For a pair at distance $r$ and a reference distance $D$, the penalty is
$$p_D(r)=\frac{(r-D)^2(r+2D)}{2D^3r}.$$
For $r,D>0$ it is nonnegative and vanishes only at $r=D$.

## Sums over pairs

```lean
/-- A symmetric pair quantity without self-terms, summed over all ordered pairs, is twice its
sum over the pairs `i < j`. -/
theorem sum_pairs (f : Fin N → Fin N → ℝ) (hf : ∀ i j, f i j = f j i) (hd : ∀ i, f i i = 0) :
    ∑ i, ∑ j, f i j = 2 * ∑ p ∈ pairs N, f p.1 p.2 := by
  have hs : ∀ i j, f i j = (if i < j then f i j else 0) + (if j < i then f j i else 0) := by
    intro i j
    rcases lt_trichotomy i j with h | h | h
    · rw [if_pos h, if_neg (lt_asymm h), add_zero]
    · subst h
      simp [hd]
    · rw [if_neg (lt_asymm h), if_pos h, zero_add]
      exact hf i j
  have hp : ∑ p ∈ pairs N, f p.1 p.2 = ∑ i, ∑ j, if i < j then f i j else 0 := by
    rw [pairs, Finset.sum_filter, Fintype.sum_prod_type]
  have hc : (∑ i, ∑ j, if j < i then f j i else 0) = ∑ i, ∑ j, if i < j then f i j else 0 :=
    Finset.sum_comm
  rw [hp, two_mul]
  calc ∑ i, ∑ j, f i j
      = ∑ i, ∑ j, ((if i < j then f i j else 0) + (if j < i then f j i else 0)) :=
        Finset.sum_congr rfl fun i _ => Finset.sum_congr rfl fun j _ => hs i j
    _ = _ := by
        simp only [Finset.sum_add_distrib]
        rw [hc]
```

In the Lean theorems here, the bracketed hypotheses come first, the colon after them introduces the claim, and the proof comes after `:=`. Here $f_{ij}=f_{ji}$ and $f_{ii}=0$ give $\sum_{i,j}f_{ij}=2\sum_{i<j}f_{ij}$. The proof splits the double sum into $i<j$ and $j<i$, then exchanges the summations in the second part.

```lean
/-- There are `N(N-1)/2` pairs. -/
theorem pair_count (N : ℕ) : ∑ _p ∈ pairs N, (1 : ℝ) = (N : ℝ) * (N - 1) / 2 := by
  have h := sum_pairs (N := N) (fun i j => 1 - if i = j then (1 : ℝ) else 0)
    (fun i j => by simp [eq_comm]) (fun i => by simp)
  have h1 : ∑ p ∈ pairs N, (1 - if p.1 = p.2 then (1 : ℝ) else 0) = ∑ _p ∈ pairs N, (1 : ℝ) := by
    refine Finset.sum_congr rfl fun p hp => ?_
    have hlt : p.1 < p.2 := (Finset.mem_filter.1 hp).2
    rw [if_neg hlt.ne, sub_zero]
  have h2 : ∑ i : Fin N, ∑ j : Fin N, (1 - if i = j then (1 : ℝ) else 0) = N * (N - 1) := by
    simp [Finset.sum_sub_distrib]
    try ring
  rw [h1, h2] at h
  linarith
```

With $f_{ij}=1-\delta_{ij}$ the double sum is $N^2-N$, so there are $N(N-1)/2$ pairs.

```lean
theorem dist_sq {a b : E} (ha : ‖a‖ = 1) (hb : ‖b‖ = 1) :
    ‖a - b‖ ^ 2 = 2 - 2 * inner ℝ a b := by
  rw [norm_sub_sq_real, ha, hb]
  ring
```

For unit vectors, $\|a-b\|^2=1+1-2\langle a,b\rangle$.

```lean
/-- For unit vectors the squared pair distances add up to `N²` minus the squared length of the
vector sum. -/
theorem sum_dist_sq (u : Fin N → E) (hu : ∀ i, ‖u i‖ = 1) :
    ∑ p ∈ pairs N, ‖u p.1 - u p.2‖ ^ 2 = (N : ℝ) ^ 2 - ‖∑ i, u i‖ ^ 2 := by
  have h := sum_pairs (fun i j => ‖u i - u j‖ ^ 2)
    (fun i j => by rw [norm_sub_rev]) (fun i => by simp)
  have hin : ‖∑ i, u i‖ ^ 2 = ∑ i, ∑ j, inner ℝ (u i) (u j) := by
    rw [← real_inner_self_eq_norm_sq, sum_inner]
    exact Finset.sum_congr rfl fun i _ => inner_sum _ _ _
  have hd : ∀ i j, ‖u i - u j‖ ^ 2 = 2 - 2 * inner ℝ (u i) (u j) :=
    fun i j => dist_sq (hu i) (hu j)
  have h2 : ∑ i, ∑ j, ‖u i - u j‖ ^ 2 = 2 * (N : ℝ) ^ 2 - 2 * ‖∑ i, u i‖ ^ 2 := by
    rw [hin]
    simp only [hd, Finset.sum_sub_distrib, ← Finset.mul_sum, Finset.sum_const,
      Finset.card_univ, Fintype.card_fin, nsmul_eq_mul]
    ring
  linarith
```

Write $S=\sum_i u_i$. Summing the previous identity over all ordered pairs gives $2N^2-2\|S\|^2$, and halving gives
$$\sum_{i<j}\|u_i-u_j\|^2=N^2-\|S\|^2.$$

## An exact splitting of the energy

```lean
/-- For `N ≥ 2`, the Thomson bound is the energy of `N(N-1)/2` pairs at a common distance `D` with
`D²(N-1) = 2N`. -/
theorem bound_eq (hN : 2 ≤ N) : ∃ D : ℝ, 0 < D ∧ D ^ 2 * ((N : ℝ) - 1) = 2 * N ∧
    thomsonBound N = (N : ℝ) * (N - 1) / 2 / D := by
  have h2 : (2 : ℝ) ≤ N := by exact_mod_cast hN
  have h0 : (0 : ℝ) < N := by linarith
  have h1 : (0 : ℝ) < (N : ℝ) - 1 := by linarith
  have hP : 0 < (N : ℝ) * (N - 1) / 2 := by positivity
  have hs := Real.sqrt_pos.2 hP
  refine ⟨N / √((N : ℝ) * (N - 1) / 2), by positivity, ?_, ?_⟩
  · rw [div_pow, Real.sq_sqrt hP.le]
    have := h1.ne'
    field_simp
  · rw [thomsonBound, show (3 / 2 : ℝ) = 1 + 1 / 2 by norm_num, Real.rpow_add hP,
      Real.rpow_one, ← Real.sqrt_eq_rpow, div_div_eq_mul_div]
```

Let $P=N(N-1)/2$ and $D=N/\sqrt P$. Then $D^2(N-1)=N^2(N-1)/P=2N$, and $B_N=P\sqrt P/N=P/D$. The bound is the energy of $P$ pairs all at distance $D$.

```lean
/-- The Coulomb energy of distinct unit vectors splits exactly into the energy at the common
distance `D`, the pair penalties, and a term from the vector sum, where `D > 0` and `D²(N-1) = 2N`.
-/
theorem energy_decomposition (u : Fin N → E) (hu : ∀ i, ‖u i‖ = 1)
    (hinj : Function.Injective u) {D : ℝ} (hD : 0 < D) (hDN : D ^ 2 * ((N : ℝ) - 1) = 2 * N) :
    coulombEnergy u = (N : ℝ) * (N - 1) / 2 / D + ∑ p ∈ pairs N, penalty D ‖u p.1 - u p.2‖
      + ‖∑ i, u i‖ ^ 2 / (2 * D ^ 3) := by
  have hpt : ∀ p ∈ pairs N, 1 / ‖u p.1 - u p.2‖ = 3 / (2 * D) * 1
      - 1 / (2 * D ^ 3) * ‖u p.1 - u p.2‖ ^ 2 + penalty D ‖u p.1 - u p.2‖ := by
    intro p hp
    have hlt : p.1 < p.2 := (Finset.mem_filter.1 hp).2
    have hr : ‖u p.1 - u p.2‖ ≠ 0 := norm_ne_zero_iff.2 (sub_ne_zero.2 (hinj.ne hlt.ne))
    have hD' := hD.ne'
    generalize ‖u p.1 - u p.2‖ = r at hr ⊢
    unfold penalty
    field_simp
    ring
  have hk : (N : ℝ) ^ 2 / (2 * D ^ 3) = (N : ℝ) * (N - 1) / 2 / (2 * D) := by
    rw [div_eq_div_iff (by positivity) (by positivity)]
    linear_combination (-(N : ℝ) * D) * hDN
  rw [coulombEnergy, Finset.sum_congr rfl hpt, Finset.sum_add_distrib, Finset.sum_sub_distrib,
    ← Finset.mul_sum, ← Finset.mul_sum, pair_count, sum_dist_sq u hu]
  linear_combination -hk
```

Since $(r-D)^2(r+2D)=r^3-3D^2r+2D^3$, dividing by $2D^3r$ and rearranging gives
$$\frac1r=\frac{3}{2D}-\frac{r^2}{2D^3}+p_D(r).$$
This is `hpt` in the proof. Summing over pairs gives
$$\frac{3P}{2D}-\frac{N^2-\|S\|^2}{2D^3}+\sum_{i<j}p_D(\|u_i-u_j\|).$$
From $D^2(N-1)=2N$ we get $N^2/(2D^3)=P/(2D)$, which is `hk`. Hence
$$\text{energy}=\frac PD+\sum_{i<j}p_D(\|u_i-u_j\|)+\frac{\|S\|^2}{2D^3}.$$
The last two terms are nonnegative, so the energy is at least $B_N$.

The hypothesis `Function.Injective u` says that the positions are distinct. It matters because Lean sets $1/0=0$, which would make coincident charges free of cost.

## Equality means equal angles

```lean
/-- Distinct unit vectors have exactly the Thomson bound as energy if and only if all their
mutual inner products are `-1/(N-1)`. -/
theorem energy_eq_bound_iff (hN : 2 ≤ N) (u : Fin N → E) (hu : ∀ i, ‖u i‖ = 1)
    (hinj : Function.Injective u) : coulombEnergy u = thomsonBound N ↔
      ∀ i j, i ≠ j → inner ℝ (u i) (u j) = -1 / ((N : ℝ) - 1) := by
  obtain ⟨D, hD, hDN, hB⟩ := bound_eq hN
  have h2 : (2 : ℝ) ≤ N := by exact_mod_cast hN
  have h1 : (N : ℝ) - 1 ≠ 0 := by linarith
  constructor
  · intro hE
    have hdec := energy_decomposition u hu hinj hD hDN
    have hnn : ∀ p ∈ pairs N, 0 ≤ penalty D ‖u p.1 - u p.2‖ := fun p _ => by
      unfold penalty
      positivity
    have hG := Finset.sum_nonneg hnn
    have hS : 0 ≤ ‖∑ i, u i‖ ^ 2 / (2 * D ^ 3) := by positivity
    -- at equality every pair penalty vanishes, so every distance is `D`
    have hz := (Finset.sum_eq_zero_iff_of_nonneg hnn).1 (by linarith)
    have hlt : ∀ i j, i < j → ‖u i - u j‖ = D := by
      intro i j hij
      have h := hz (i, j) (Finset.mem_filter.2 ⟨Finset.mem_univ _, hij⟩)
      have hr : 0 < ‖u i - u j‖ := norm_pos_iff.2 (sub_ne_zero.2 (hinj.ne hij.ne))
      change penalty D ‖u i - u j‖ = 0 at h
      generalize ‖u i - u j‖ = r at h hr ⊢
      by_contra hne
      have hne' : r - D ≠ 0 := sub_ne_zero.2 hne
      have : 0 < penalty D r := by
        unfold penalty
        positivity
      linarith
    intro i j hij
    have hr : ‖u i - u j‖ = D := by
      rcases lt_or_gt_of_ne hij with h | h
      · exact hlt i j h
      · rw [norm_sub_rev]
        exact hlt j i h
    have hq := dist_sq (hu i) (hu j)
    rw [hr] at hq
    rw [eq_div_iff h1]
    linear_combination (((N : ℝ) - 1) / 2) * hq - (1 / 2) * hDN
  · intro hg
    have hpt : ∀ p ∈ pairs N, 1 / ‖u p.1 - u p.2‖ = 1 / D * 1 := by
      intro p hp
      have hlt : p.1 < p.2 := (Finset.mem_filter.1 hp).2
      have hx := hg p.1 p.2 hlt.ne
      rw [eq_div_iff h1] at hx
      have hsq : ‖u p.1 - u p.2‖ ^ 2 = D ^ 2 := by
        apply mul_right_cancel₀ h1
        rw [dist_sq (hu _) (hu _)]
        linear_combination -2 * hx - hDN
      rw [(pow_left_inj₀ (norm_nonneg _) hD.le two_ne_zero).1 hsq, mul_one]
    rw [coulombEnergy, Finset.sum_congr rfl hpt, ← Finset.mul_sum, pair_count, hB]
    ring
```

If the energy equals $B_N$, the nonnegative extra terms sum to zero, so every penalty vanishes and every distance is $D$. Then
$$\langle u_i,u_j\rangle=1-\frac{D^2}{2}=1-\frac{N}{N-1}=-\frac1{N-1}.$$
Conversely, these inner products give $\|u_i-u_j\|^2=2+2/(N-1)=D^2$, so the energy is $P/D=B_N$.

In the code, `positivity` supplies the signs, and `linear_combination` derives an equation from a stated combination of known ones.

## Why the dimension limits the number

```lean
/-- Unit vectors in `R^d` with all mutual inner products `-1/(N-1)` number at most `d + 1`. -/
theorem simplex_card_le (hN : 2 ≤ N) (u : Fin N → EuclideanSpace ℝ (Fin d))
    (hu : ∀ i, ‖u i‖ = 1)
    (hg : ∀ i j, i ≠ j → inner ℝ (u i) (u j) = -1 / ((N : ℝ) - 1)) : N ≤ d + 1 := by
  have h2 : (2 : ℝ) ≤ N := by exact_mod_cast hN
  obtain ⟨q, hq⟩ : ∃ q : ℝ, q = 1 / ((N : ℝ) - 1) := ⟨_, rfl⟩
  have hq0 : 0 < q := by
    rw [hq]
    exact one_div_pos.2 (by linarith)
  -- lifting each vector by one extra coordinate makes the family independent
  have hli : LinearIndependent ℝ (fun i => ((u i, 1) : EuclideanSpace ℝ (Fin d) × ℝ)) := by
    rw [Fintype.linearIndependent_iff]
    intro c hc k
    have hfst : ∑ i, c i • u i = 0 := by
      simpa [Prod.fst_sum] using congrArg Prod.fst hc
    have hsnd : ∑ i, c i = 0 := by
      simpa [Prod.snd_sum] using congrArg Prod.snd hc
    have hterm : ∀ i, inner ℝ (u k) (c i • u i)
        = -q * c i + (if k = i then (1 + q) * c i else 0) := by
      intro i
      rw [real_inner_smul_right]
      by_cases h : k = i
      · subst h
        rw [real_inner_self_eq_norm_sq, hu, if_pos rfl]
        ring
      · rw [hg k i h, if_neg h, hq]
        ring
    have h0 : inner ℝ (u k) (∑ i, c i • u i) = 0 := by rw [hfst, inner_zero_right]
    rw [inner_sum, Finset.sum_congr rfl fun i _ => hterm i, Finset.sum_add_distrib,
      ← Finset.mul_sum, hsnd, Finset.sum_ite_eq, if_pos (Finset.mem_univ k), mul_zero,
      zero_add] at h0
    exact (mul_eq_zero.1 h0).resolve_left (by linarith)
  simpa using hli.fintype_card_le_finrank
```

`EuclideanSpace ℝ (Fin d)` is $\mathbb R^d$ with its usual length. Put $q=1/(N-1)$ and lift each $u_i$ to $(u_i,1)\in\mathbb R^d\times\mathbb R$. Suppose $\sum_i c_i(u_i,1)=0$. The two components say $\sum_i c_iu_i=0$ and $\sum_i c_i=0$. Taking the inner product of the first with $u_k$,
$$0=c_k-q\sum_{i\ne k}c_i=(1+q)c_k-q\sum_i c_i=(1+q)c_k.$$
So every $c_k$ is zero. The $N$ lifted vectors are independent in a space of dimension $d+1$, hence $N\le d+1$.

```lean
/-- For `2 ≤ N ≤ d + 1` there are `N` unit vectors in `R^d` with all mutual inner products
`-1/(N-1)`. -/
theorem exists_simplex (hN : 2 ≤ N) (hd : N ≤ d + 1) :
    ∃ u : Fin N → EuclideanSpace ℝ (Fin d), (∀ i, ‖u i‖ = 1) ∧
      ∀ i j, i ≠ j → inner ℝ (u i) (u j) = -1 / ((N : ℝ) - 1) := by
  obtain ⟨m, rfl⟩ : ∃ m, N = m + 1 := ⟨N - 1, by omega⟩
  have hmd : m ≤ d := by omega
  have hm : (0 : ℝ) < m := by exact_mod_cast (show 0 < m by omega)
  obtain ⟨e, he⟩ : ∃ e : Fin m → EuclideanSpace ℝ (Fin d), Orthonormal ℝ e :=
    ⟨_, (EuclideanSpace.basisFun (Fin d) ℝ).orthonormal.comp (Fin.castLE hmd)
      (Fin.castLE_injective hmd)⟩
  have hee := orthonormal_iff_ite.1 he
  obtain ⟨w, hw⟩ : ∃ w, w = ∑ k, e k := ⟨_, rfl⟩
  have hew : ∀ i, inner ℝ (e i) w = 1 := fun i => by
    rw [hw, inner_sum]
    simp [hee]
  have hwe : ∀ i, inner ℝ w (e i) = 1 := fun i => by rw [real_inner_comm, hew]
  have hww : inner ℝ w w = (m : ℝ) := by
    conv_lhs => rw [hw, sum_inner, ← hw]
    simp [hew]
  obtain ⟨s, hs⟩ : ∃ s : ℝ, s ^ 2 = 1 / m := ⟨√(1 / m), Real.sq_sqrt (by positivity)⟩
  obtain ⟨a, ha⟩ : ∃ a : ℝ, a ^ 2 = 1 + 1 / m := ⟨√(1 + 1 / m), Real.sq_sqrt (by positivity)⟩
  obtain ⟨b, hb⟩ : ∃ b : ℝ, b = (s - a) / m := ⟨_, rfl⟩
  have hbm : b * m = s - a := by rw [hb, div_mul_cancel₀ _ hm.ne']
  have hsm : s ^ 2 * m = 1 := by rw [hs, one_div, inv_mul_cancel₀ hm.ne']
  have hq : 2 * a * b + b ^ 2 * m = -1 / m := by
    linear_combination b * hbm + (s + a) * hb + (1 / (m : ℝ)) * hs - (1 / (m : ℝ)) * ha
  -- one vertex is a multiple of `w`, the others are combinations of `e i` and `w`
  obtain ⟨u, hu0, hus⟩ : ∃ u : Fin (m + 1) → EuclideanSpace ℝ (Fin d),
      u 0 = (-s) • w ∧ ∀ i : Fin m, u i.succ = a • e i + b • w :=
    ⟨Fin.cons ((-s) • w) (fun i => a • e i + b • w), rfl, fun _ => rfl⟩
  have h00 : inner ℝ (u 0) (u 0) = (1 : ℝ) := by
    rw [hu0, real_inner_smul_left, real_inner_smul_right, hww]
    linear_combination hsm
  have h0s : ∀ j : Fin m, inner ℝ (u 0) (u j.succ) = -1 / (m : ℝ) := by
    intro j
    rw [hu0, hus, real_inner_smul_left, inner_add_right, real_inner_smul_right,
      real_inner_smul_right, hwe, hww]
    linear_combination (-s) * hbm - hs
  have hss : ∀ i j : Fin m, inner ℝ (u i.succ) (u j.succ)
      = a ^ 2 * (if i = j then 1 else 0) + -1 / (m : ℝ) := by
    intro i j
    rw [hus, hus]
    simp only [inner_add_left, inner_add_right, real_inner_smul_left, real_inner_smul_right,
      hew, hwe, hww, hee]
    linear_combination hq
  refine ⟨u, fun i => ?_, fun i j hij => ?_⟩
  · have h : inner ℝ (u i) (u i) = (1 : ℝ) := by
      refine Fin.cases h00 (fun k => ?_) i
      rw [hss, if_pos rfl]
      linear_combination ha
    rw [real_inner_self_eq_norm_sq] at h
    exact (pow_eq_one_iff_of_nonneg (norm_nonneg _) two_ne_zero).1 h
  · rw [show ((m + 1 : ℕ) : ℝ) - 1 = m by push_cast; ring]
    rcases Fin.eq_zero_or_eq_succ i with rfl | ⟨k, rfl⟩
    · rcases Fin.eq_zero_or_eq_succ j with rfl | ⟨l, rfl⟩
      · exact absurd rfl hij
      · exact h0s l
    · rcases Fin.eq_zero_or_eq_succ j with rfl | ⟨l, rfl⟩
      · rw [real_inner_comm]
        exact h0s k
      · have hkl : k ≠ l := fun h => hij (by rw [h])
        rw [hss, if_neg hkl, mul_zero, zero_add]
```

For the converse, let $m=N-1\le d$, take orthonormal $e_0,\dots,e_{m-1}$, and set $w=\sum_k e_k$. Then $\langle e_i,w\rangle=1$ and $\langle w,w\rangle=m$. Choose $s=\sqrt{1/m}$, $a=\sqrt{1+1/m}$, $b=(s-a)/m$, and define
$$u_0=-s\,w,\qquad u_{i+1}=a\,e_i+b\,w.$$
The label $i+1$ is `i.succ` in Lean. Using $a+bm=s$, the inner products are
$$\begin{aligned}
\langle u_0,u_0\rangle&=s^2m=1,\\
\langle u_0,u_{i+1}\rangle&=-s(a+bm)=-s^2=-\frac1m,\\
\langle u_{i+1},u_{j+1}\rangle&=a^2\delta_{ij}+b(2a+bm)\\
&=a^2\delta_{ij}+\frac{s^2-a^2}{m}=a^2\delta_{ij}-\frac1m.
\end{aligned}$$
For $i=j$ the last line equals 1. These are `h00`, `h0s` and `hss`; the closing case distinction asks whether each label is $0$ or a successor.

## When the bound is attained

```lean
/-- **Sharpness of the Thomson bound.** For `N ≥ 2`, some configuration of `N` distinct unit
vectors in `R^d` has exactly the Thomson bound as its energy if and only if `N ≤ d + 1`. -/
theorem thomson_bound_attained_iff (hN : 2 ≤ N) :
    (∃ u : Fin N → EuclideanSpace ℝ (Fin d), (∀ i, ‖u i‖ = 1) ∧ Function.Injective u ∧
      coulombEnergy u = thomsonBound N) ↔ N ≤ d + 1 := by
  constructor
  · rintro ⟨u, hu, hinj, hE⟩
    exact simplex_card_le hN u hu ((energy_eq_bound_iff hN u hu hinj).1 hE)
  · intro hd
    obtain ⟨u, hu, hg⟩ := exists_simplex hN hd
    have h2 : (2 : ℝ) ≤ N := by exact_mod_cast hN
    -- coinciding vertices would have inner product `1`, which is not negative
    have hinj : Function.Injective u := by
      intro i j hij
      by_contra hne
      have h := hg i j hne
      rw [hij, real_inner_self_eq_norm_sq, hu] at h
      have hneg : -1 / ((N : ℝ) - 1) < 0 := div_neg_of_neg_of_pos (by norm_num) (by linarith)
      linarith
    exact ⟨u, hu, hinj, (energy_eq_bound_iff hN u hu hinj).2 hg⟩

end

end ThomsonSharpness
```

The symbol `∃` reads "there exists" and `↔` reads "if and only if". From left to right, an attaining configuration has the equal inner products, so $N\le d+1$. From right to left, the constructed simplex has distinct vertices, because coincident ones would have inner product $1$ instead of a negative number, and its energy is $B_N$.

The smallest case is $N=2$, $d=1$: the charges sit at $\pm1$, with distance $2$ and energy $1/2=B_2$.

For $N=4$, $B_4=6\sqrt6/4\approx3.674$. In $\mathbb R^3$ the regular tetrahedron has edge $\sqrt{8/3}\approx1.633$ and energy $6/1.633\approx3.674$. On the circle in $\mathbb R^2$ the bound is out of reach; the square, for instance, has energy $4/\sqrt2+2/2\approx3.828$.

The Thomson problem asks for the minimum energy at every $N$. For $N>d+1$ the theorem excludes the value $B_N$ but does not determine the minimum or its shape.

```lean
#print axioms ThomsonSharpness.thomson_bound_attained_iff
-- 'ThomsonSharpness.thomson_bound_attained_iff' depends on axioms: [propext, Classical.choice, Quot.sound]
```
